# Cluster linear programmes bound lattice energies from below, and pairwise consistent data can be unrealisable

On a finite abelian group of sites, the pattern frequencies of any configuration on translates of a cluster satisfy linear constraints, so the minimum of a cluster energy over these constraints lies at or below every energy per site. For nonzero offsets \(a, b, a+b\), the pair data "always unlike" pass all constraints on and between pairs, yet no binary configuration shows them at all three offsets.

In Lean 4 with Mathlib:

```lean
import Mathlib

open Finset

namespace ClusterPolytope

noncomputable section

variable {G S : Type*} [AddCommGroup G] [Fintype G] [DecidableEq G]
  [Fintype S] [DecidableEq S] {C D : Finset G} {s t : G}

/-- The pattern of species that the configuration `σ` shows on the translate `x + C`. -/
def patternAt (σ : G → S) (C : Finset G) (x : G) : C → S := fun c => σ (x + (c : G))

/-- The fraction of lattice sites `x` at which the translate `x + C` shows the pattern `p`. -/
def freq (σ : G → S) (C : Finset G) (p : C → S) : ℝ :=
  ((univ.filter fun x => patternAt σ C x = p).card : ℝ) / Fintype.card G

/-- The translated subcluster `D + t` lies inside the cluster `C`. -/
def Fits (D : Finset G) (t : G) (C : Finset G) : Prop := ∀ d ∈ D, d + t ∈ C

/-- A pattern on `C` read on the subcluster `D + t`, as a pattern on `D`. -/
def subPattern (h : Fits D t C) (p : C → S) : D → S := fun d => p ⟨(d : G) + t, h d d.2⟩

/-- The total weight of the patterns on `C` that show `q` on the subcluster `D + t`. -/
def marginal (h : Fits D t C) (ρ : (C → S) → ℝ) (q : D → S) : ℝ :=
  ∑ p, ρ p * if subPattern h p = q then 1 else 0

/-- The constraints of the linear programme: weights are nonnegative, sum to one, and have
equal marginals on any two translates of a subcluster inside `C`. -/
structure IsConsistent (ρ : (C → S) → ℝ) : Prop where
  nonneg : ∀ p, 0 ≤ ρ p
  sum_one : ∑ p, ρ p = 1
  marg : ∀ (D : Finset G) (s t : G) (hs : Fits D s C) (ht : Fits D t C),
    marginal hs ρ = marginal ht ρ

/-- Energy per site when each translate of `C` contributes the energy `ε` of its pattern. -/
def energyPerSite (ε : (C → S) → ℝ) (σ : G → S) : ℝ :=
  (∑ x, ε (patternAt σ C x)) / Fintype.card G

/-- The linear objective: pattern energies averaged with the weights `ρ`. -/
def objective (ε ρ : (C → S) → ℝ) : ℝ := ∑ p, ρ p * ε p

/-- Averaging a cluster function with the pattern frequencies gives its average over sites. -/
theorem freq_average (σ : G → S) (C : Finset G) (f : (C → S) → ℝ) :
    ∑ p, freq σ C p * f p = (∑ x, f (patternAt σ C x)) / Fintype.card G := by
  have h : ∀ p, freq σ C p * f p
      = (∑ x, if patternAt σ C x = p then f p else 0) / Fintype.card G := by
    intro p
    rw [freq, ← Finset.sum_filter, sum_const, nsmul_eq_mul]
    ring
  simp only [h]
  rw [← Finset.sum_div, Finset.sum_comm]
  congr 1
  exact Finset.sum_congr rfl fun x _ => by simp

/-- The marginal of the frequencies on `C` over a subcluster `D + t` is the frequency on `D`. -/
theorem marginal_freq (σ : G → S) (h : Fits D t C) : marginal h (freq σ C) = freq σ D := by
  funext q
  refine (freq_average σ C (fun p => if subPattern h p = q then 1 else 0)).trans ?_
  have key : ∀ x, subPattern h (patternAt σ C x) = patternAt σ D (x + t) := by
    intro x
    funext d
    show σ (x + ((d : G) + t)) = σ (x + t + (d : G))
    congr 1
    abel
  unfold freq
  congr 1
  rw [Finset.card_filter]
  push_cast
  -- the sum over sites is invariant under the shift by `t`
  refine Fintype.sum_equiv (Equiv.addRight t) _ _ (fun x => ?_)
  by_cases hq : patternAt σ D (x + t) = q <;> simp [key, hq]

/-- The pattern frequencies of any configuration satisfy all constraints of the programme. -/
theorem freq_consistent (σ : G → S) (C : Finset G) : IsConsistent (freq σ C) := by
  have hN : (Fintype.card G : ℝ) ≠ 0 := Nat.cast_ne_zero.mpr Fintype.card_ne_zero
  refine ⟨fun p => div_nonneg (Nat.cast_nonneg _) (Nat.cast_nonneg _), ?_, ?_⟩
  · simpa [hN] using freq_average σ C (fun _ => 1)
  · intro D s t hs ht
    rw [marginal_freq, marginal_freq]

/-- A lower bound of the objective over consistent weights bounds every energy per site. -/
theorem lp_lower_bound (ε : (C → S) → ℝ) (m : ℝ)
    (hm : ∀ ρ, IsConsistent ρ → m ≤ objective ε ρ) (σ : G → S) : m ≤ energyPerSite ε σ :=
  (hm _ (freq_consistent σ C)).trans_eq (freq_average σ C ε)

/-- The linear programme attains its minimum, and the minimum is a lower bound for the energy
per site of every configuration. -/
theorem lp_minimum_le_energy [Nonempty S] (ε : (C → S) → ℝ) :
    ∃ ρ₀, IsConsistent ρ₀ ∧ (∀ ρ, IsConsistent ρ → objective ε ρ₀ ≤ objective ε ρ) ∧
      ∀ σ, objective ε ρ₀ ≤ energyPerSite ε σ := by
  have hc : ∀ (D : Finset G) (s : G) (hs : Fits D s C),
      Continuous (marginal (S := S) hs) := by
    intro D s hs
    unfold marginal
    fun_prop
  have hK : {ρ : (C → S) → ℝ | IsConsistent ρ} =
      (⋂ p, {ρ | 0 ≤ ρ p}) ∩ {ρ | ∑ p, ρ p = 1} ∩
        ⋂ D, ⋂ s, ⋂ t, ⋂ hs : Fits D s C, ⋂ ht : Fits D t C,
          {ρ | marginal hs ρ = marginal ht ρ} := by
    ext ρ
    simp only [Set.mem_inter_iff, Set.mem_iInter, Set.mem_ofPred_eq]
    exact ⟨fun h => ⟨⟨h.1, h.2⟩, h.3⟩, fun h => ⟨h.1.1, h.1.2, h.2⟩⟩
  have hcl : IsClosed {ρ : (C → S) → ℝ | IsConsistent ρ} := by
    rw [hK]
    refine ((isClosed_iInter fun p => isClosed_le continuous_const (continuous_apply p)).inter
      (isClosed_eq (by fun_prop) continuous_const)).inter ?_
    exact isClosed_iInter fun D => isClosed_iInter fun s => isClosed_iInter fun t =>
      isClosed_iInter fun hs => isClosed_iInter fun ht => isClosed_eq (hc D s hs) (hc D t ht)
  -- the feasible set is a closed subset of the unit cube
  have hcp : IsCompact {ρ : (C → S) → ℝ | IsConsistent ρ} :=
    (isCompact_Icc (a := 0) (b := 1)).of_isClosed_subset hcl fun ρ h =>
      ⟨fun p => h.nonneg p, fun p =>
        (Finset.single_le_sum (fun i _ => h.nonneg i) (mem_univ p)).trans_eq h.sum_one⟩
  have ho : Continuous (objective ε) := by
    unfold objective
    fun_prop
  obtain ⟨ρ₀, h0, hmin⟩ := hcp.exists_isMinOn
    ⟨_, freq_consistent (fun _ => Classical.arbitrary S) C⟩ ho.continuousOn
  have hm : ∀ ρ, IsConsistent ρ → objective ε ρ₀ ≤ objective ε ρ := isMinOn_iff.mp hmin
  exact ⟨ρ₀, h0, hm, lp_lower_bound ε _ hm⟩

/-- The pair cluster with sites `0` and `d`. -/
def dimer (d : G) : Finset G := {0, d}

/-- The binary pattern with species `u` at site `0` and the other species elsewhere. -/
def unlikePattern (d : G) (u : Bool) : dimer d → Bool := fun c => if (c : G) = 0 then u else !u

/-- Pair data at offset `d` with weight one half on each of the two unlike patterns. -/
def unlikeData (d : G) (p : dimer d → Bool) : ℝ :=
  ((if p = unlikePattern d true then 1 else 0) + if p = unlikePattern d false then 1 else 0) / 2

omit [Fintype G] in
/-- Averaging with the unlike data is the mean over the two unlike patterns. -/
theorem unlike_average (d : G) (f : (dimer d → Bool) → ℝ) :
    ∑ p, unlikeData d p * f p = (f (unlikePattern d true) + f (unlikePattern d false)) / 2 := by
  simp only [unlikeData, div_mul_eq_mul_div, add_mul, ite_mul, one_mul, zero_mul]
  rw [← Finset.sum_div, Finset.sum_add_distrib]
  simp

omit [Fintype G] in
/-- The unlike data at any two offsets have equal marginals on translates of a common
subcluster. -/
theorem unlike_marginal (d e : G) (hs : Fits D s (dimer d)) (ht : Fits D t (dimer e)) :
    marginal hs (unlikeData d) = marginal ht (unlikeData e) := by
  have mem : ∀ {z c : G}, z ∈ dimer c → z = 0 ∨ z = c := fun h => by simpa [dimer] using h
  -- the two embeddings of `D` hit the origin at the same or at complementary sites
  have key : (∀ x ∈ D, x + s = 0 ↔ x + t = 0) ∨ (∀ x ∈ D, x + s = 0 ↔ ¬ x + t = 0) := by
    by_cases hall : ∀ x ∈ D, x + s = 0 ↔ x + t = 0
    · exact Or.inl hall
    obtain ⟨x, hx⟩ := not_forall.mp hall
    obtain ⟨hxD, hx⟩ := Classical.not_imp.mp hx
    refine Or.inr fun y hy => ?_
    by_cases hxy : y = x
    · subst hxy
      tauto
    have a1 : y + s ≠ x + s := fun h => hxy (add_right_cancel h)
    have a2 : y + t ≠ x + t := fun h => hxy (add_right_cancel h)
    constructor
    · intro h1 h2
      exact hx ⟨fun h => absurd (h1.trans h.symm) a1, fun h => absurd (h2.trans h.symm) a2⟩
    · intro h2
      by_contra h1
      have b1 := (mem (hs y hy)).resolve_left h1
      have b2 := (mem (ht y hy)).resolve_left h2
      exact hx ⟨fun _ => (mem (ht x hxD)).resolve_right fun h => a2 (b2.trans h.symm),
        fun _ => (mem (hs x hxD)).resolve_right fun h => a1 (b1.trans h.symm)⟩
  funext q
  refine (unlike_average d (fun p => if subPattern hs p = q then 1 else 0)).trans
    (Eq.trans ?_ (unlike_average e (fun p => if subPattern ht p = q then 1 else 0)).symm)
  rcases key with h | h
  · have r : ∀ u, subPattern hs (unlikePattern d u) = subPattern ht (unlikePattern e u) := by
      intro u
      funext x
      show (if (x : G) + s = 0 then u else !u) = if (x : G) + t = 0 then u else !u
      exact if_congr (h x x.2) rfl rfl
    rw [r true, r false]
  · have r : ∀ u, subPattern hs (unlikePattern d u) = subPattern ht (unlikePattern e (!u)) := by
      intro u
      funext x
      show (if (x : G) + s = 0 then u else !u) = if (x : G) + t = 0 then !u else !!u
      have hx := h x x.2
      by_cases h0 : (x : G) + t = 0 <;> simp [hx, h0]
    have r1 : subPattern hs (unlikePattern d true) = subPattern ht (unlikePattern e false) :=
      r true
    have r2 : subPattern hs (unlikePattern d false) = subPattern ht (unlikePattern e true) :=
      r false
    rw [r1, r2]
    ring

omit [Fintype G] in
/-- The unlike data at each offset satisfy all constraints of the programme on their pair. -/
theorem unlike_consistent (d : G) : IsConsistent (unlikeData d) := by
  refine ⟨fun p => ?_, ?_, fun D s t hs ht => unlike_marginal d d hs ht⟩
  · unfold unlikeData
    split_ifs <;> norm_num
  · simpa using unlike_average d (fun _ => 1)

/-- A configuration whose pair frequencies at a nonzero offset `d` are the unlike data has
opposite species on any two sites separated by `d`. -/
theorem flip_of_unlike (σ : G → Bool) {d : G} (hd : d ≠ 0)
    (h : freq σ (dimer d) = unlikeData d) (x : G) : σ (x + d) = !σ x := by
  have pos : 0 < freq σ (dimer d) (patternAt σ (dimer d) x) :=
    div_pos (Nat.cast_pos.mpr (card_pos.mpr ⟨x, by simp⟩)) (Nat.cast_pos.mpr Fintype.card_pos)
  rw [h] at pos
  have hex : ∃ u, patternAt σ (dimer d) x = unlikePattern d u := by
    by_contra hn
    simp [unlikeData, not_exists.mp hn] at pos
  obtain ⟨u, hu⟩ := hex
  have h0 : σ (x + 0) = if (0 : G) = 0 then u else !u := congrFun hu ⟨0, by simp [dimer]⟩
  have h1 : σ (x + d) = if d = 0 then u else !u := congrFun hu ⟨d, by simp [dimer]⟩
  rw [add_zero, if_pos rfl] at h0
  rw [h1, if_neg hd, h0]

/-- For nonzero `a`, `b`, `a + b`, no binary configuration has the unlike data as its pair
frequencies at all three offsets. -/
theorem unlike_not_realised {a b : G} (ha : a ≠ 0) (hb : b ≠ 0) (hab : a + b ≠ 0) :
    ¬ ∃ σ : G → Bool, freq σ (dimer a) = unlikeData a ∧ freq σ (dimer b) = unlikeData b ∧
      freq σ (dimer (a + b)) = unlikeData (a + b) := by
  rintro ⟨σ, h1, h2, h3⟩
  -- two flips along `a` and `b` against one flip along `a + b`
  have h := flip_of_unlike σ hb h2 (0 + a)
  rw [add_assoc, flip_of_unlike σ hab h3 0, flip_of_unlike σ ha h1 0] at h
  revert h
  cases σ 0 <;> simp

end

end ClusterPolytope
```
```lean
#print axioms ClusterPolytope.lp_minimum_le_energy
#print axioms ClusterPolytope.unlike_consistent
#print axioms ClusterPolytope.unlike_not_realised
```

```
'ClusterPolytope.lp_minimum_le_energy' depends on axioms: [propext, Classical.choice, Quot.sound]
'ClusterPolytope.unlike_consistent' depends on axioms: [propext, Classical.choice, Quot.sound]
'ClusterPolytope.unlike_not_realised' depends on axioms: [propext, Classical.choice, Quot.sound]
```

## Sites, patterns and weights

The lattice is a finite abelian group \(G\) with \(N\) sites, for instance a periodic supercell \(\mathbb{Z}/L_1\times\mathbb{Z}/L_2\times\mathbb{Z}/L_3\). A configuration \(\sigma: G\to S\) assigns one of finitely many species to each site, a cluster is a subset \(C\subseteq G\), and a pattern is a map \(p: C\to S\). At site \(x\) the configuration shows \(\sigma^C_x(c)=\sigma(x+c)\) (`patternAt`), and `freq` is the fraction \(\nu^C_\sigma(p)\) of sites \(x\) with \(\sigma^C_x=p\). `Fits D t C` says \(D+t\subseteq C\). Then `subPattern` reads \(p\) as the pattern \(p|_{D+t}(y)=p(y+t)\) on \(D\), and `marginal` adds up the weights \(\rho(p)\) of all \(p\) with \(p|_{D+t}=q\). `IsConsistent` asks for \(\rho\ge 0\), \(\sum_p\rho(p)=1\), and equal marginals on any \(D+s\) and \(D+t\) inside \(C\); it uses translations only and fixes no composition.

The pattern energy \(\varepsilon(p)\) is an arbitrary real function, the energy that one translate of \(C\) contributes. For a cluster expansion fitted to electronic-structure energies, the bound is on the energy of the fitted expansion, not on the electronic-structure energies themselves. It applies to occupations of a fixed, finite, periodic lattice with interactions contained in one cluster, which is taken modulo the supercell.

## Frequencies are feasible, so the minimum is a bound

Write \([\cdot]\) for 1 or 0 as a statement holds or fails. For any function \(f\) of patterns, exchanging the sums gives `freq_average`:
\[ \sum_p \nu^C_\sigma(p) f(p)=\frac1N\sum_x\sum_p[\sigma^C_x=p]\,f(p)=\frac1N\sum_x f(\sigma^C_x). \]
The choice \(f=1\) gives normalisation. For \(f(p)=[p|_{D+t}=q]\), the step `key` in `marginal_freq` is \(\sigma(x+(y+t))=\sigma((x+t)+y)\), closed by `abel`, so
\[ \sum_p \nu^C_\sigma(p)\,[p|_{D+t}=q]=\frac1N\sum_x[\sigma^D_{x+t}=q]=\frac1N\sum_x[\sigma^D_x=q]=\nu^D_\sigma(q). \]
The relabelling \(x+t\to x\) is `Fintype.sum_equiv (Equiv.addRight t)`. The result does not depend on \(t\), which completes `freq_consistent`. The choice \(f=\varepsilon\) shows that `energyPerSite`, \(\frac1N\sum_x\varepsilon(\sigma^C_x)\), equals the `objective` \(\sum_p\rho(p)\varepsilon(p)\) at \(\rho=\nu^C_\sigma\). Any number \(m\) below the objective on all consistent \(\rho\) is therefore below every energy per site (`lp_lower_bound`).

`lp_minimum_le_energy` adds that a consistent minimiser \(\rho_0\) exists. The feasible set is an intersection of closed conditions (`hK`, `hcl`) inside the unit cube, hence compact (`hcp`). It contains the frequencies of a constant configuration, which is where `[Nonempty S]` enters, and the objective is continuous. The theorem does not say that any configuration reaches the value at \(\rho_0\).

## Unlike pairs at three offsets

Take \(S\) to be `Bool` and write \(\bar u\) for `!u`. On the pair \(\{0,d\}\) (`dimer`), `unlikePattern d u` has \(u\) at \(0\) and \(\bar u\) elsewhere, and `unlikeData` gives weight \(1/2\) to each of the two values of \(u\); `unlike_average` evaluates averages as the mean over these two patterns.

`unlike_marginal` compares \(D+s\subseteq\{0,d\}\) with \(D+t\subseteq\{0,e\}\) for any offsets \(d,e\). Either both placements send the same points of \(D\) to the origin, or some point \(x\) reaches the origin in exactly one of them. In the second case any other point takes the remaining site of each pair, so it too reaches the origin in exactly one placement. The restricted patterns then agree for equal \(u\) in the first case and after \(u\to\bar u\) in the second, and the equal weights make the marginals equal. Setting \(e=d\) gives `unlike_consistent`.

Suppose \(\nu^{\{0,d\}}_\sigma\) equals these data with \(d\ne0\). The pattern at any site \(x\) has positive frequency (`pos`), so it is an unlike pattern: \(\sigma(x)=u\) and \(\sigma(x+d)=\bar u\). This is `flip_of_unlike`. If the data hold at \(a\), \(b\) and \(a+b\), then
\[ \overline{\sigma(0)}=\sigma(a+b)=\overline{\sigma(a)}=\sigma(0), \]
and `cases σ 0` rejects both values, proving `unlike_not_realised`. This is the frustration of a triangle on which all three pairs are required to be unlike.

## A zero offset, and what the three pairs do not show

The two remarks here go beyond what the file proves. The condition \(a+b\neq0\) is needed. On \(G=\mathbb{Z}/2\) with \(a=b=1\), `dimer 0` is the single site \(\{0\}\), and the data there only demand equal amounts of both species. The configuration with \(\sigma(0)\ne\sigma(1)\) has this composition and shows each unlike pattern at offset \(1\) once in two sites, so it realises all three data sets.

In general the counterexample does not by itself show that the minimum in `lp_minimum_le_energy` lies strictly below all energies per site. That theorem concerns weights on one cluster, whereas the unlike data live on the pairs at offsets \(a\), \(b\), \(a+b\), which agree on common subclusters and are usually not translates of a single pair. On the triangle \(C=\{0,a,a+b\}\), which contains translates of all three pairs, weights with these pair marginals would have to sit on patterns whose three sites are mutually unlike, and two species admit none. The constraints on this larger cluster already exclude the data. If \(a=b\) and \(3a=0\), for instance \(G=\mathbb{Z}/3\) and \(a=b=1\), all three pairs are translates of \(\{0,a\}\), and the unlike data are consistent weights on that one pair. On \(\mathbb{Z}/3\) with \(C=\{0,1\}\) and \(\varepsilon=-1\) on unlike and \(0\) on like patterns, the minimum of the programme is \(-1\), while every configuration has energy per site at least \(-2/3\), so the bound on that one cluster is strict.
